# For orthogonal projector matrices P and Q, the powers of PQ tend to zero exactly when P and Q share no nonzero fixed vector

Suppose a mean-field calculation has produced a density matrix $Q$, and we want to know whether some occupied orbital lives entirely on a chosen fragment of the molecule. A search needs only matrix-vector products: take a trial vector, multiply it by $Q$ to keep its occupied part, set all components outside the fragment to zero, and repeat. An occupied orbital confined to the fragment passes through every cycle unchanged. If there is no such orbital, one expects the vector to fade away, whatever the start.

For a single determinant in a finite orthonormal basis, $Q$ (taken per spin) is an orthogonal projector, and so is the diagonal matrix $P$ that keeps the fragment's components. One cycle is the product $PQ$, with $Q$ acting first. The result is

$$
(PQ)^k \to 0 \text{ entrywise as } k\to\infty
\quad\Longleftrightarrow\quad
\bigl(Px=x \text{ and } Qx=x \text{ imply } x=0\bigr).
$$

"Occupied orbital" here means any vector in the occupied space, not only an eigenvector of the Fock matrix.

## Projectors as operators

The geometric part of the argument needs only lengths and inner products, so it is carried out for operators on an inner product space $E$. The scalars `𝕜` are real or complex, which is what `RCLike` expresses.

```lean
import Mathlib

open Filter Topology Matrix

namespace AlternatingProjections

section Operators

variable {𝕜 E : Type*} [RCLike 𝕜] [NormedAddCommGroup E] [InnerProductSpace 𝕜 E]
```

An orthogonal projector satisfies two conditions:

$$
P^2 = P, \qquad \langle Px, y\rangle = \langle x, Py\rangle \quad\text{for all } x,y .
$$

The first says that projecting twice is the same as projecting once. The second makes the removed part perpendicular to the kept part. In the structure below they are the fields `idem` and `selfAdj`, and the product `P * P` is composition. The type `E →L[𝕜] E` is that of continuous linear maps from $E$ to itself.

```lean
/-- An orthogonal projector: an idempotent operator that is self-adjoint for the inner product. -/
structure IsProjector (P : E →L[𝕜] E) : Prop where
  idem : P * P = P
  selfAdj : ∀ x y, inner 𝕜 (P x) y = inner 𝕜 x (P y)
```

## A projector splits the squared length

Write $x = Px + (x-Px)$. The two parts are orthogonal, because

$$
\langle Px,\, x-Px\rangle = \langle x,\, P(x-Px)\rangle = \langle x,\, Px-P^2x\rangle = 0 ,
$$

and therefore

$$
\|Px\|^2 + \|x-Px\|^2 = \|x\|^2 .
$$

In the proof, `horth` is the orthogonality relation, obtained by moving $P$ across the inner product and using $P(Px)=Px$. Mathlib's form of Pythagoras then gives the sum of squares.

```lean
/-- Pythagoras: the squared norm of a vector is the sum of the squared norms of the part kept
by an orthogonal projector and the part removed by it. -/
theorem IsProjector.pythagoras {P : E →L[𝕜] E} (hP : IsProjector P) (x : E) :
    ‖P x‖ ^ 2 + ‖x - P x‖ ^ 2 = ‖x‖ ^ 2 := by
  have hPP : P (P x) = P x := DFunLike.congr_fun hP.idem x
  have horth : inner 𝕜 (P x) (x - P x) = 0 := by
    rw [hP.selfAdj, map_sub, hPP, sub_self, inner_zero_right]
  have h := norm_add_sq_eq_norm_sq_add_norm_sq_of_inner_eq_zero (P x) (x - P x) horth
  rw [add_sub_cancel] at h
  linarith
```

## If only zero is fixed by both, one cycle shortens every nonzero vector

Apply the identity twice, first to $Q$ acting on $x$ and then to $P$ acting on $Qx$:

$$
\|x\|^2 = \|PQx\|^2 + \|Qx-PQx\|^2 + \|x-Qx\|^2 .
$$

Hence $\|PQx\|\le\|x\|$. Suppose that no length is lost, so that $\|PQx\|\ge\|x\|$. Both removed parts must then vanish. This gives $Qx=x$ and $PQx=Qx$, and together they give $Px=x$. So $x$ is fixed by both projectors, and if they share only the zero vector, then $x=0$. For every $x\neq0$ it follows that $\|PQx\|<\|x\|$.

The Lean proof runs the same contradiction. The facts `e1` and `e2` say that the two removed parts have zero squared length, and `q` and `p` turn them into the fixed-vector equations.

```lean
/-- If two orthogonal projectors have no common fixed vector except zero, applying one after
the other strictly shortens every nonzero vector. -/
theorem norm_lt_of_no_common {P Q : E →L[𝕜] E} (hP : IsProjector P) (hQ : IsProjector Q)
    (h : ∀ x, P x = x → Q x = x → x = 0) {x : E} (hx : x ≠ 0) : ‖P (Q x)‖ < ‖x‖ := by
  by_contra hlt
  have hsq : ‖x‖ ^ 2 ≤ ‖P (Q x)‖ ^ 2 :=
    pow_le_pow_left₀ (norm_nonneg _) (not_lt.mp hlt) 2
  have h1 := hQ.pythagoras x
  have h2 := hP.pythagoras (Q x)
  -- no length is lost, so neither projector removes anything
  have e1 : ‖x - Q x‖ ^ 2 = 0 := by
    linarith [sq_nonneg ‖x - Q x‖, sq_nonneg ‖Q x - P (Q x)‖]
  have e2 : ‖Q x - P (Q x)‖ ^ 2 = 0 := by
    linarith [sq_nonneg ‖x - Q x‖, sq_nonneg ‖Q x - P (Q x)‖]
  have q : x = Q x := sub_eq_zero.mp (norm_eq_zero.mp (pow_eq_zero_iff two_ne_zero |>.mp e1))
  have p : Q x = P (Q x) :=
    sub_eq_zero.mp (norm_eq_zero.mp (pow_eq_zero_iff two_ne_zero |>.mp e2))
  rw [← q] at p
  exact hx (h x p.symm q.symm)
```

## A single factor below one for all vectors

Strict shortening alone does not force the iterates to zero, since the fraction of the length lost per cycle might itself tend to zero. Finite dimension excludes this. The function $x\mapsto\|PQx\|$ is continuous and the closed unit ball is compact, so the function attains its maximum there at some $x_0$. Put

$$
c = \|PQx_0\| .
$$

If $x_0=0$, then $c=0$. Otherwise the previous step gives $c<\|x_0\|\le1$. In both cases $0\le c<1$. For any $x\ne0$ the vector $x/\|x\|$ lies in the ball, so

$$
\left\|PQ\,\frac{x}{\|x\|}\right\|\le c
\quad\Longrightarrow\quad
\|PQx\|\le c\,\|x\| ,
$$

and for $x=0$ the last inequality is trivial.

The assumption `FiniteDimensional 𝕜 E` enters here. The call to `exists_isMaxOn` supplies $x_0$, the first bullet proves $c<1$, and the second carries out the rescaling.

```lean
/-- In finite dimension, if two orthogonal projectors have no common fixed vector except zero,
applying one after the other multiplies the length of every vector by at most a uniform factor below
one. -/
theorem exists_contraction [FiniteDimensional 𝕜 E] {P Q : E →L[𝕜] E}
    (hP : IsProjector P) (hQ : IsProjector Q) (h : ∀ x, P x = x → Q x = x → x = 0) :
    ∃ c : ℝ, 0 ≤ c ∧ c < 1 ∧ ∀ x, ‖P (Q x)‖ ≤ c * ‖x‖ := by
  have : ProperSpace E := FiniteDimensional.proper_rclike 𝕜 E
  have hcont : Continuous fun x => ‖P (Q x)‖ := (P.continuous.comp Q.continuous).norm
  -- the longest image of the unit ball is attained
  obtain ⟨x₀, hx₀, hmax⟩ := (isCompact_closedBall (0 : E) 1).exists_isMaxOn
    ⟨0, by simp⟩ hcont.continuousOn
  refine ⟨‖P (Q x₀)‖, norm_nonneg _, ?_, fun x => ?_⟩
  · by_cases h0 : x₀ = 0
    · simp [h0]
    · exact (norm_lt_of_no_common hP hQ h h0).trans_le (mem_closedBall_zero_iff.mp hx₀)
  · by_cases h0 : x = 0
    · simp [h0]
    · have hpos : 0 < ‖x‖ := norm_pos_iff.mpr h0
      have hn : ‖((‖x‖⁻¹ : ℝ) : 𝕜)‖ = ‖x‖⁻¹ := by
        rw [RCLike.norm_ofReal, abs_inv, abs_norm]
      have hy : ((‖x‖⁻¹ : ℝ) : 𝕜) • x ∈ Metric.closedBall (0 : E) 1 := by
        rw [mem_closedBall_zero_iff, norm_smul, hn, inv_mul_cancel₀ hpos.ne']
      have hb : ‖P (Q (((‖x‖⁻¹ : ℝ) : 𝕜) • x))‖ ≤ ‖P (Q x₀)‖ := hmax hy
      rw [map_smul, map_smul, norm_smul, hn, inv_mul_le_iff₀ hpos] at hb
      linarith
```

Repeating the cycle multiplies the bounds. If $\|(PQ)^k y\|\le c^k\|y\|$ holds for every $y$, take $y=PQx$:

$$
\|(PQ)^{k+1}x\| = \|(PQ)^k(PQx)\| \le c^k\,\|PQx\| \le c^{k+1}\|x\| .
$$

The case $k=0$ reads $\|x\|\le\|x\|$. The lemma takes any $c\ge0$ that bounds one cycle; that $c$ is below one matters only when the limit is taken.

```lean
/-- If one cycle PQ multiplies the length of every vector by at most c ≥ 0, then k cycles multiply
it by at most c to the power k. -/
theorem geometric_decay {P Q : E →L[𝕜] E} {c : ℝ} (hc0 : 0 ≤ c)
    (hc : ∀ x, ‖P (Q x)‖ ≤ c * ‖x‖) (k : ℕ) : ∀ x, ‖((P * Q) ^ k) x‖ ≤ c ^ k * ‖x‖ := by
  induction k with
  | zero => intro x; simp
  | succ k ih =>
    intro x
    rw [pow_succ]
    calc _ ≤ c ^ k * ‖P (Q x)‖ := ih _
      _ ≤ c ^ k * (c * ‖x‖) := mul_le_mul_of_nonneg_left (hc x) (pow_nonneg hc0 k)
      _ = c ^ (k + 1) * ‖x‖ := by ring

end Operators
```

## From operators to matrices

A calculation stores arrays of numbers, and for these the two conditions become $P^\dagger=P$ and $P^2=P$. For real entries the first is ordinary symmetry. The index type `n` is finite and labels the orthonormal basis functions.

```lean
section Matrices

variable {𝕜 n : Type*} [RCLike 𝕜] [Fintype n] [DecidableEq n]

/-- A projector matrix: Hermitian (symmetric if real) and idempotent. -/
def IsProjectorMatrix (P : Matrix n n 𝕜) : Prop := P.IsHermitian ∧ P * P = P
```

A matrix acts on column vectors, and with the norm $\|x\|^2=\sum_i|x_i|^2$ these form Euclidean space. `Matrix.toEuclideanCLM` converts a matrix into the corresponding operator. It takes products to products, so idempotence carries over, and it takes the conjugate transpose to the adjoint, so for Hermitian $P$

$$
\langle Px,y\rangle = \langle P^\dagger x,y\rangle = \langle x,Py\rangle .
$$

The next lemma records that a projector matrix is an orthogonal projector in the operator sense.

```lean
/-- A projector matrix acts on Euclidean space as an orthogonal projector. -/
theorem IsProjectorMatrix.toOperator {P : Matrix n n 𝕜} (hP : IsProjectorMatrix P) :
    IsProjector (Matrix.toEuclideanCLM (n := n) (𝕜 := 𝕜) P) := by
  refine ⟨by rw [← map_mul, hP.2], fun x y => ?_⟩
  have hs : star (Matrix.toEuclideanCLM (n := n) (𝕜 := 𝕜) P) =
      Matrix.toEuclideanCLM (n := n) (𝕜 := 𝕜) P := by
    rw [← map_star, Matrix.star_eq_conjTranspose, hP.1.eq]
  rw [ContinuousLinearMap.star_eq_adjoint] at hs
  conv_lhs => rw [← hs]
  exact ContinuousLinearMap.adjoint_inner_left _ _ _
```

## The equivalence for matrix powers

Suppose first that every entry of $(PQ)^k$ tends to zero, and let $Px=x$ and $Qx=x$. Then $PQx=x$, so $(PQ)^kx=x$ for every $k$. In components,

$$
x_i = \sum_j \bigl[(PQ)^k\bigr]_{ij}\,x_j \;\longrightarrow\; 0 .
$$

The left side does not depend on $k$, hence $x_i=0$ for each $i$.

Conversely, suppose that the only common fixed vector is zero, and take the factor $c<1$ found above. With $e_j$ the $j$-th basis vector, a matrix entry is a component of the image of $e_j$, and no component is larger than the length of its vector:

$$
\Bigl|\bigl[(PQ)^k\bigr]_{ij}\Bigr|
= \Bigl|\bigl((PQ)^k e_j\bigr)_i\Bigr|
\le \|(PQ)^k e_j\|
\le c^k\,\|e_j\| = c^k \longrightarrow 0 .
$$

In the statement, `Tendsto … atTop (𝓝 0)` is the limit $k\to\infty$, asserted for each pair `i j`, and `P *ᵥ x` is the matrix-vector product. The hypotheses `hP` and `hQ` say that both matrices are Hermitian and idempotent; nothing is assumed about their ranks or about whether they commute. In the first half of the proof, `hk` is the invariance of $x$ and `tendsto_nhds_unique` compares the two limits of a constant sequence. In the second half, `hentry` identifies the matrix entry and `squeeze_zero_norm` closes the estimate.

```lean
/-- Convergence of alternating projections: for projector matrices P and Q, the powers of PQ tend
entrywise to zero if and only if the only common fixed vector of P and Q is zero. -/
theorem tendsto_zero_iff {P Q : Matrix n n 𝕜} (hP : IsProjectorMatrix P)
    (hQ : IsProjectorMatrix Q) :
    (∀ i j, Tendsto (fun k : ℕ => ((P * Q) ^ k) i j) atTop (𝓝 0)) ↔
      ∀ x : n → 𝕜, P *ᵥ x = x → Q *ᵥ x = x → x = 0 := by
  constructor
  · intro h x hp hq
    -- a common fixed vector survives every cycle
    have hk : ∀ k : ℕ, ((P * Q) ^ k) *ᵥ x = x := by
      intro k
      induction k with
      | zero => simp
      | succ k ih => rw [pow_succ, ← Matrix.mulVec_mulVec, ← Matrix.mulVec_mulVec, hq, hp, ih]
    funext i
    have hlim : Tendsto (fun k : ℕ => ∑ j, ((P * Q) ^ k) i j * x j) atTop
        (𝓝 (∑ j, 0 * x j)) := tendsto_finsetSum _ fun j _ => (h i j).mul_const (x j)
    have hi : ∀ k : ℕ, ∑ j, ((P * Q) ^ k) i j * x j = x i := fun k => congrFun (hk k) i
    simp only [hi, zero_mul, Finset.sum_const_zero] at hlim
    exact tendsto_nhds_unique tendsto_const_nhds hlim
  · intro h i j
    let φ := Matrix.toEuclideanCLM (n := n) (𝕜 := 𝕜)
    have hno : ∀ x, φ P x = x → φ Q x = x → x = 0 := by
      intro x hp hq
      have hx := h x.ofLp (congrArg WithLp.ofLp hp) (congrArg WithLp.ofLp hq)
      ext i
      simpa using congrFun hx i
    obtain ⟨c, hc0, hc1, hc⟩ := exists_contraction hP.toOperator hQ.toOperator hno
    -- a matrix entry is a component of the image of a basis vector
    let e : EuclideanSpace 𝕜 n := WithLp.toLp 2 (Pi.single j 1)
    have hentry : ∀ M : Matrix n n 𝕜, (φ M e).ofLp i = M i j := by
      intro M
      change (M *ᵥ Pi.single j 1) i = M i j
      simp
    have hlim := (tendsto_pow_atTop_nhds_zero_of_lt_one hc0 hc1).mul_const ‖e‖
    rw [zero_mul] at hlim
    refine squeeze_zero_norm (fun k => ?_) hlim
    have hk := geometric_decay hc0 hc k e
    rw [← map_mul, ← map_pow] at hk
    have hn : ‖(φ ((P * Q) ^ k) e).ofLp i‖ ≤ c ^ k * ‖e‖ :=
      (PiLp.norm_apply_le (φ ((P * Q) ^ k) e) i).trans hk
    rw [hentry] at hn
    exact hn

end Matrices
```

For the fragment search, the theorem says that the cycle extinguishes every trial vector exactly when no occupied orbital of the single determinant is confined to the fragment. If there is such an orbital, the theorem tells us only that some entry fails to tend to zero. Von Neumann's theorem on alternating projections goes further and identifies the limit as the orthogonal projector onto the shared subspace. A single trial vector that fades therefore does not rule out a confined orbital, since the vector may have been orthogonal to it from the start.

One gap between this model and a real run is idempotence. A density matrix purified to a finite tolerance satisfies $Q^2=Q$ only approximately, and an eigenvalue slightly above one can make the powers grow instead of decay.

## One electron shared by two sites

Take two orthonormal site functions and one electron in the bonding orbital $(1,1)/\sqrt2$, and let $Q$ be the density matrix for the spin of that electron. The fragment is the first site, so

$$
P=\begin{pmatrix}1&0\\0&0\end{pmatrix},\qquad
Q=\begin{pmatrix}\tfrac12&\tfrac12\\[2pt]\tfrac12&\tfrac12\end{pmatrix}.
$$

With components numbered from 0 as in Lean, $Px=x$ gives $x_1=0$, and $Qx=x$ gives $\tfrac12(x_0+x_1)=x_0$, so $x_0=x_1=0$. The bonding orbital is not confined to one site. The code checks that both matrices are projectors and that they share only the zero vector; by the equivalence, the powers of $PQ$ tend to zero.

```lean
/-- The projector matrices onto the first axis and onto the diagonal of the plane have only the
zero vector as common fixed vector. -/
theorem tendsto_zero_iff_witness :
    let P : Matrix (Fin 2) (Fin 2) ℝ := !![1, 0; 0, 0]
    let Q : Matrix (Fin 2) (Fin 2) ℝ := !![1/2, 1/2; 1/2, 1/2]
    IsProjectorMatrix P ∧ IsProjectorMatrix Q ∧
      ∀ x : Fin 2 → ℝ, P *ᵥ x = x → Q *ᵥ x = x → x = 0 := by
  intro P Q
  refine ⟨⟨?_, ?_⟩, ⟨?_, ?_⟩, fun x hp hq => ?_⟩
  · exact Matrix.IsHermitian.ext fun i j => by fin_cases i <;> fin_cases j <;> simp [P]
  · ext i j
    fin_cases i <;> fin_cases j <;> norm_num [P, Matrix.mul_apply, Fin.sum_univ_succ]
  · exact Matrix.IsHermitian.ext fun i j => by fin_cases i <;> fin_cases j <;> simp [Q]
  · ext i j
    fin_cases i <;> fin_cases j <;> norm_num [Q, Matrix.mul_apply, Fin.sum_univ_succ]
  · have h1 := congrFun hp 1
    have h0 := congrFun hq 0
    simp [P, Q, Matrix.mulVec, dotProduct, Fin.sum_univ_two] at h0 h1
    ext i
    fin_cases i <;> simp <;> linarith

end AlternatingProjections
```

The powers are easily written down in this case:

$$
PQ=\begin{pmatrix}\tfrac12&\tfrac12\\0&0\end{pmatrix},\qquad
(PQ)^k = 2^{-(k-1)}\,PQ \quad (k\ge1).
$$

Each further cycle halves the vector, and one half is the weight of the bonding orbital on the first site.

## How many cycles the search takes

In a larger molecule one cycle consists of a product with the density matrix, sparse in a linear-scaling code, followed by clearing the components outside the fragment. The norm after each cycle shows how much has survived. By standard linear algebra, which goes beyond the theorems above, the long-run factor per cycle is at most the largest eigenvalue of the fragment block of $Q$, and this eigenvalue is the greatest weight that a normalised occupied orbital can have on the fragment. If that weight is $0.99$, the slowest component needs about 1400 cycles to shrink by a factor of $10^6$. An orbital that is almost confined therefore looks for a long time like one that is confined.

## An idempotent matrix that is not symmetric

Suppose $Q$ is required only to be idempotent, while $P$ remains an orthogonal projector. The equivalence then fails already for

$$
P=\begin{pmatrix}1&0\\0&0\end{pmatrix},\qquad
Q=\begin{pmatrix}1&0\\1&0\end{pmatrix},\qquad
PQ=\begin{pmatrix}1&0\\0&0\end{pmatrix}.
$$

Here $Q^2=Q$. The fixed vectors of $P$ are the multiples of $(1,0)$ and those of $Q$ the multiples of $(1,1)$, so only zero is common to both. Yet $(PQ)^k=PQ$ for all $k\ge1$, so the powers do not tend to zero. The matrix $Q$ projects obliquely and can lengthen a vector: it sends $(1,0)$ to $(1,1)$, which makes up for what $P$ then removes.

Such matrices occur in electronic structure. In a nonorthogonal atomic-orbital basis with overlap matrix $S$, the density matrix $D$ of a single determinant, again taken per spin, satisfies $DSD=D$, so $DS$ is idempotent but in general not Hermitian. The theorem applies after a change to an orthonormal basis, for instance the symmetrically orthogonalised one, where the density matrix becomes $S^{1/2}DS^{1/2}$. The fragment is then a set of orthogonalised functions, which in general mix in atomic orbitals from outside it, so an orbital confined in this sense need not be built from the fragment's own atomic orbitals.

```lean
#print axioms AlternatingProjections.tendsto_zero_iff
-- 'AlternatingProjections.tendsto_zero_iff' depends on axioms: [propext, Classical.choice, Quot.sound]
```
